# Overlap with a core eigenstate limits how far a trial orbital's energy can fall below the valence minimum

Let \(H\) be Hermitian with a normalised core eigenstate \(c\) of energy \(E_c\), and suppose that every state orthogonal to \(c\) has energy at least \(E_v > E_c\). Then a normalised trial orbital \(\chi\) satisfies

\[
\langle\chi,H\chi\rangle \;\ge\; E_v-|\langle c,\chi\rangle|^2\,(E_v-E_c),
\]

and mixtures of \(c\) with an eigenstate at \(E_v\) reach this value. The question arises with linear muffin-tin orbitals, where a valence orbital that is not quite orthogonal to a core state can produce a spurious "ghost" level below the valence states. The bound and its equality case are derived below and checked in Lean.

## The energy is the bound plus a non-negative excess

The bound holds because \(\chi\) splits into a core component and an orthogonal remainder that do not interact through \(H\). Write

\[
\chi = s\,c+y,\qquad s=\langle c,\chi\rangle,\qquad \langle c,y\rangle=0 .
\]

Since \(\|\chi\|=\|c\|=1\), the norms give \(|s|^2+\|y\|^2=1\). The cross terms in the energy vanish because \(c\) is an eigenvector:

\[
\langle c,Hy\rangle=\langle Hc,y\rangle=E_c\langle c,y\rangle=0 .
\]

With \(\mathcal E(x)=\mathrm{Re}\,\langle x,Hx\rangle\), this leaves \(\mathcal E(\chi)=|s|^2E_c+\mathcal E(y)\). Adding and subtracting \(E_v\|y\|^2=E_v(1-|s|^2)\) gives

\[
\mathcal E(\chi)=E_v-|s|^2(E_v-E_c)+\bigl[\mathcal E(y)-E_v\|y\|^2\bigr].
\]

The bracket is non-negative by the assumption on states orthogonal to \(c\), which proves the bound.

**Equality.** The bound is attained exactly when the bracket is zero. If \(Hy=E_vy\), it is zero. Conversely, suppose that it is zero and put \(w=Hy-E_vy\). This residual is also orthogonal to \(c\), so \(y+tw\) obeys the valence assumption for every real \(t\). Expanding, and using \(\mathrm{Re}\,\langle w,Hy-E_vy\rangle=\|w\|^2\), we get

\[
0\le 2t\|w\|^2+t^2K,\qquad K=\mathcal E(w)-E_v\|w\|^2\ge 0 .
\]

At \(t=-\|w\|^2/(K+1)\) the right-hand side equals \(-\|w\|^4(K+2)/(K+1)^2\), which is negative unless \(w=0\). Hence \(Hy=E_vy\). The case \(y=0\), where \(\chi\) is \(c\) up to a phase, is included.

**Mixtures.** Let \(Hv=E_vv\) with \(\|v\|=1\). Hermiticity gives \((E_c-E_v)\langle c,v\rangle=0\), so \(v\perp c\). For \(\chi=ac+bv\) with \(|a|^2+|b|^2=1\), the overlap is \(\langle c,\chi\rangle=a\) and

\[
\mathcal E(\chi)=|a|^2E_c+|b|^2E_v=E_v-|a|^2(E_v-E_c),
\]

which is below \(E_v\) whenever \(a\ne0\).

**Core weight.** Solving the bound for the overlap gives \(|\langle c,\chi\rangle|^2\ge (E_v-\mathcal E(\chi))/(E_v-E_c)\). In this one-particle model with a single core state, an energy below \(E_v\) therefore reveals a minimum amount of core character in the trial orbital.

## Four per cent of core character in numbers

Take \(E_c=-10\), \(E_v=-1\) and an overlap of \(0.2\), so that the core weight is \(0.04\). The bound is \(-1-0.04\cdot 9=-1.36\). The mixture \(0.2\,c+\sqrt{0.96}\,v\) has energy \(-0.4-0.96=-1.36\) and attains it.

Now add a third orthonormal eigenstate \(u\) at energy \(2\) and take \(\chi=0.2\,c+0.8\,v+\sqrt{0.32}\,u\). Its energy is \(-0.4-0.64+0.64=-0.4\). The excess is \(0.32\cdot 3=0.96\), and indeed \(-1.36+0.96=-0.4\). The core weight is the same, yet the energy is above \(E_v\): overlap permits an orbital energy below \(E_v\) but does not force one.

## An approximate core state breaks the bound

Suppose that \(c\) is only a normalised vector with expectation value \(E_c\), not an eigenvector. Take

\[
H=\begin{pmatrix}-1&1\\1&0\end{pmatrix},\qquad c=\begin{pmatrix}1\\0\end{pmatrix},\qquad E_c=-1,\quad E_v=0 .
\]

Vectors orthogonal to \(c\) have energy \(0\), so the valence assumption holds. For \(\chi=(1,-1)/\sqrt2\) the formula would give a lower limit of \(-0.5\), but the energy is \(-1.5\). The coupling \(\langle c,Hy\rangle\) no longer vanishes, as can happen when a core orbital is taken from a different potential.

## The Lean file

```lean
import Mathlib

open scoped InnerProductSpace

namespace GhostStateBound

noncomputable section

variable {E : Type*} [NormedAddCommGroup E] [InnerProductSpace ℂ E]

/-- The energy expectation value `⟨x, H x⟩` (its real part) of an orbital `x`. -/
def energy (H : E →ₗ[ℂ] E) (x : E) : ℝ := (⟪x, H x⟫_ℂ).re

/-- `c` is a normalised eigenvector of the Hermitian Hamiltonian `H` with core energy `Ec`. -/
structure IsCoreState (H : E →ₗ[ℂ] E) (c : E) (Ec : ℝ) : Prop where
  symm : H.IsSymmetric
  unit : ‖c‖ = 1
  core : H c = (Ec : ℂ) • c

/-- Every orbital orthogonal to `c` has energy at least `Ev` per unit norm squared. -/
def ValenceBound (H : E →ₗ[ℂ] E) (c : E) (Ev : ℝ) : Prop :=
  ∀ x : E, ⟪c, x⟫_ℂ = 0 → Ev * ‖x‖ ^ 2 ≤ energy H x

/-- The orbital `χ` minus `⟨c,χ⟩ c`, which is its component along `c` when `c` is a unit vector. -/
def valencePart (c χ : E) : E := χ - ⟪c, χ⟫_ℂ • c

/-- A linear map which, when `c` is a unit vector, is the Hamiltonian with energy `Ec` on `c` and
`Ev` on its orthogonal complement. -/
def twoLevel (c : E) (Ec Ev : ℝ) : E →ₗ[ℂ] E where
  toFun x := (Ev : ℂ) • x - ((Ev : ℂ) - Ec) • ⟪c, x⟫_ℂ • c
  map_add' x y := by
    simp only [inner_add_right]
    module
  map_smul' r x := by
    simp only [inner_smul_right, RingHom.id_apply]
    module

private lemma re_self (x : E) : (⟪x, x⟫_ℂ).re = ‖x‖ ^ 2 :=
  inner_self_eq_norm_sq (𝕜 := ℂ) x

private lemma inner_unit {c : E} (hc : ‖c‖ = 1) : ⟪c, c⟫_ℂ = 1 := by
  rw [inner_self_eq_norm_sq_to_K, hc]
  simp

private lemma energy_eigen {H : E →ₗ[ℂ] E} {x : E} {e : ℝ} (hx : H x = (e : ℂ) • x) :
    energy H x = e * ‖x‖ ^ 2 := by
  unfold energy
  rw [hx, inner_smul_right, Complex.re_ofReal_mul, re_self]

private lemma inner_core_H {H : E →ₗ[ℂ] E} {c y : E} {Ec : ℝ} (h : IsCoreState H c Ec)
    (hy : ⟪c, y⟫_ℂ = 0) : ⟪c, H y⟫_ℂ = 0 := by
  rw [← h.symm c y, h.core, inner_smul_left, hy, mul_zero]

private lemma energy_step {H : E →ₗ[ℂ] E} (hH : H.IsSymmetric) (y w : E) (t : ℝ) :
    energy H (y + (t : ℂ) • w)
      = energy H y + 2 * t * (⟪w, H y⟫_ℂ).re + t ^ 2 * energy H w := by
  have h1 : (⟪y, H w⟫_ℂ).re = (⟪w, H y⟫_ℂ).re := by
    rw [← hH y w, ← inner_conj_symm (H y) w, Complex.conj_re]
  unfold energy
  simp only [map_add, map_smul, inner_add_left, inner_add_right, inner_smul_left,
    inner_smul_right, Complex.conj_ofReal, Complex.add_re, Complex.re_ofReal_mul, h1]
  ring

/-- The energy of a core component plus an orthogonal orbital is the sum of the two energies. -/
theorem energy_core_add {H : E →ₗ[ℂ] E} {c y : E} {Ec : ℝ} (h : IsCoreState H c Ec)
    (hy : ⟪c, y⟫_ℂ = 0) (a : ℂ) :
    energy H (a • c + y) = ‖a‖ ^ 2 * Ec + energy H y := by
  have hyc : ⟪y, c⟫_ℂ = 0 := by rw [← inner_conj_symm, hy, map_zero]
  unfold energy
  rw [map_add, map_smul, h.core, Complex.sq_norm, Complex.normSq_apply]
  simp only [inner_add_left, inner_add_right, inner_smul_left, inner_smul_right,
    inner_unit h.unit, hyc, inner_core_H h hy, mul_zero, add_zero, zero_add, mul_one,
    Complex.add_re, Complex.mul_re, Complex.mul_im, Complex.conj_re, Complex.conj_im,
    Complex.ofReal_re, Complex.ofReal_im]
  ring

private lemma norm_core_add {c y : E} (hc : ‖c‖ = 1) (hy : ⟪c, y⟫_ℂ = 0) (a : ℂ) :
    ‖a • c + y‖ ^ 2 = ‖a‖ ^ 2 + ‖y‖ ^ 2 := by
  have h := energy_core_add (H := LinearMap.id) (Ec := 1) ⟨fun _ _ => rfl, hc, by simp⟩ hy a
  simpa only [energy, LinearMap.id_apply, re_self, mul_one] using h

private lemma valencePart_orth {c : E} (hc : ‖c‖ = 1) (χ : E) :
    ⟪c, valencePart c χ⟫_ℂ = 0 := by
  rw [valencePart, inner_sub_right, inner_smul_right, inner_unit hc, mul_one, sub_self]

/-- The energy of a normalised orbital is `Ev - |⟨c,χ⟩|² (Ev - Ec)` plus the excess of the
energy of its valence part over `Ev` times the norm squared of that part. -/
theorem energy_eq_bound_add_excess {H : E →ₗ[ℂ] E} {c χ : E} {Ec : ℝ}
    (h : IsCoreState H c Ec) (hχ : ‖χ‖ = 1) (Ev : ℝ) :
    energy H χ = Ev - ‖⟪c, χ⟫_ℂ‖ ^ 2 * (Ev - Ec)
      + (energy H (valencePart c χ) - Ev * ‖valencePart c χ‖ ^ 2) := by
  have hs : ⟪c, χ⟫_ℂ • c + valencePart c χ = χ := by
    unfold valencePart
    abel
  have he := energy_core_add h (valencePart_orth h.unit χ) ⟪c, χ⟫_ℂ
  have hn := norm_core_add h.unit (valencePart_orth h.unit χ) ⟪c, χ⟫_ℂ
  rw [hs] at he hn
  rw [hχ] at hn
  linear_combination he - Ev * hn

/-- **Ghost state bound.** If `c` is a core state with energy `Ec` and the valence bound holds with
`Ev`, a normalised trial orbital has energy at least `Ev - |⟨c,χ⟩|² (Ev - Ec)`. -/
theorem ghost_state_bound {H : E →ₗ[ℂ] E} {c χ : E} {Ec Ev : ℝ}
    (h : IsCoreState H c Ec) (hv : ValenceBound H c Ev) (hχ : ‖χ‖ = 1) :
    Ev - ‖⟪c, χ⟫_ℂ‖ ^ 2 * (Ev - Ec) ≤ energy H χ := by
  have h1 := energy_eq_bound_add_excess h hχ Ev
  have h2 := hv _ (valencePart_orth h.unit χ)
  linarith

/-- An orbital orthogonal to the core state that attains the valence bound satisfies the
eigenvalue equation with energy `Ev`. -/
theorem eigen_of_valence_minimum {H : E →ₗ[ℂ] E} {c y : E} {Ec Ev : ℝ}
    (h : IsCoreState H c Ec) (hv : ValenceBound H c Ev) (hy : ⟪c, y⟫_ℂ = 0)
    (hmin : energy H y = Ev * ‖y‖ ^ 2) : H y = (Ev : ℂ) • y := by
  -- the residual w is itself an allowed direction of variation
  obtain ⟨w, hw⟩ : ∃ w, w = H y - (Ev : ℂ) • y := ⟨_, rfl⟩
  have hcw : ⟪c, w⟫_ℂ = 0 := by
    rw [hw, inner_sub_right, inner_smul_right, inner_core_H h hy, hy, mul_zero, sub_zero]
  have hres : (⟪w, H y⟫_ℂ).re - Ev * (⟪w, y⟫_ℂ).re = ‖w‖ ^ 2 := by
    rw [← re_self w]
    conv_rhs => rw [show ⟪w, w⟫_ℂ = ⟪w, H y - (Ev : ℂ) • y⟫_ℂ from by rw [← hw]]
    rw [inner_sub_right, inner_smul_right, Complex.sub_re, Complex.re_ofReal_mul]
  obtain ⟨K, hK⟩ : ∃ K, K = energy H w - Ev * ‖w‖ ^ 2 := ⟨_, rfl⟩
  have hK0 : 0 ≤ K := by
    have := hv w hcw
    linarith
  have hquad : ∀ t : ℝ, 0 ≤ 2 * t * ‖w‖ ^ 2 + t ^ 2 * K := by
    intro t
    have h1 := hv (y + (t : ℂ) • w) (by
      rw [inner_add_right, inner_smul_right, hy, hcw, mul_zero, add_zero])
    have h2 := energy_step h.symm y w t
    have h3 := energy_step (H := LinearMap.id) (fun _ _ => rfl) y w t
    simp only [energy, LinearMap.id_apply, re_self] at h3
    rw [h2, h3, hmin] at h1
    rw [← hres, hK]
    linarith
  -- a suitable step against the residual would violate the valence bound unless w = 0
  have hw0 : w = 0 := by
    by_contra hne
    have hN : 0 < ‖w‖ := norm_pos_iff.mpr hne
    have hu : 0 < (K + 1)⁻¹ := by positivity
    have huK : (K + 1)⁻¹ * (K + 1) = 1 := inv_mul_cancel₀ (by positivity)
    have hq := hquad (-((K + 1)⁻¹ * ‖w‖ ^ 2))
    generalize (K + 1)⁻¹ = u at hu huK hq
    have hpos : 0 < u * (‖w‖ ^ 2) ^ 2 * (1 + u) := by positivity
    have heq : 2 * (-(u * ‖w‖ ^ 2)) * ‖w‖ ^ 2 + (-(u * ‖w‖ ^ 2)) ^ 2 * K
        = -(u * (‖w‖ ^ 2) ^ 2 * (1 + u)) := by
      linear_combination (u * (‖w‖ ^ 2) ^ 2) * huK
    linarith
  exact sub_eq_zero.mp (hw.symm.trans hw0)

/-- The ghost state bound is attained exactly when the valence part of the orbital satisfies
the eigenvalue equation with energy `Ev`. -/
theorem ghost_bound_eq_iff {H : E →ₗ[ℂ] E} {c χ : E} {Ec Ev : ℝ}
    (h : IsCoreState H c Ec) (hv : ValenceBound H c Ev) (hχ : ‖χ‖ = 1) :
    energy H χ = Ev - ‖⟪c, χ⟫_ℂ‖ ^ 2 * (Ev - Ec) ↔
      H (valencePart c χ) = (Ev : ℂ) • valencePart c χ := by
  have h1 := energy_eq_bound_add_excess h hχ Ev
  constructor
  · intro he
    exact eigen_of_valence_minimum h hv (valencePart_orth h.unit χ) (by linarith)
  · intro he
    have h2 := energy_eigen he
    linarith

/-- If `Ec < Ev`, a mixture `a c + b v` of the core state and a normalised eigenvector with energy
`Ev`, where `|a|² + |b|² = 1`, is normalised and has core overlap `a` and energy `Ev - |a|² (Ev -
Ec)`, which lies below `Ev` when `a ≠ 0`. -/
theorem ghost_mixture {H : E →ₗ[ℂ] E} {c v : E} {Ec Ev : ℝ} (h : IsCoreState H c Ec)
    (hgap : Ec < Ev) (hv1 : ‖v‖ = 1) (hv : H v = (Ev : ℂ) • v) {a b : ℂ}
    (hab : ‖a‖ ^ 2 + ‖b‖ ^ 2 = 1) :
    ‖a • c + b • v‖ = 1 ∧ ⟪c, a • c + b • v⟫_ℂ = a ∧
      energy H (a • c + b • v) = Ev - ‖a‖ ^ 2 * (Ev - Ec) ∧
      (a ≠ 0 → energy H (a • c + b • v) < Ev) := by
  -- eigenvectors with different energies are orthogonal
  have hcv : ⟪c, v⟫_ℂ = 0 := by
    have e := h.symm c v
    rw [h.core, hv, inner_smul_left, inner_smul_right, Complex.conj_ofReal] at e
    have hne : (Ec : ℂ) - Ev ≠ 0 := sub_ne_zero.mpr (by exact_mod_cast hgap.ne)
    have e2 : ((Ec : ℂ) - Ev) * ⟪c, v⟫_ℂ = 0 := by linear_combination e
    exact (mul_eq_zero.mp e2).resolve_left hne
  have hcb : ⟪c, b • v⟫_ℂ = 0 := by rw [inner_smul_right, hcv, mul_zero]
  have hb : ‖b • v‖ ^ 2 = ‖b‖ ^ 2 := by rw [norm_smul, hv1, mul_one]
  have hn := norm_core_add h.unit hcb a
  have he := energy_core_add h hcb a
  have hbv : H (b • v) = (Ev : ℂ) • (b • v) := by rw [map_smul, hv, smul_comm]
  rw [energy_eigen hbv, hb] at he
  rw [hb, hab] at hn
  have hE : energy H (a • c + b • v) = Ev - ‖a‖ ^ 2 * (Ev - Ec) := by
    linear_combination he + Ev * hab
  refine ⟨?_, ?_, hE, ?_⟩
  · nlinarith [norm_nonneg (a • c + b • v)]
  · rw [inner_add_right, hcb, inner_smul_right, inner_unit h.unit, mul_one, add_zero]
  · intro ha
    have hp : 0 < ‖a‖ ^ 2 * (Ev - Ec) :=
      mul_pos (pow_pos (norm_pos_iff.mpr ha) 2) (sub_pos.mpr hgap)
    linarith

/-- If the valence bound holds and `Ec < Ev`, the core weight of a normalised orbital is at least
its energy deficit below `Ev` divided by the core-valence separation. -/
theorem core_weight_lower_bound {H : E →ₗ[ℂ] E} {c χ : E} {Ec Ev : ℝ}
    (h : IsCoreState H c Ec) (hv : ValenceBound H c Ev) (hgap : Ec < Ev) (hχ : ‖χ‖ = 1) :
    (Ev - energy H χ) / (Ev - Ec) ≤ ‖⟪c, χ⟫_ℂ‖ ^ 2 := by
  rw [div_le_iff₀ (sub_pos.mpr hgap)]
  linarith [ghost_state_bound h hv hχ]

private lemma twoLevel_orth {c x : E} (Ec Ev : ℝ) (hx : ⟪c, x⟫_ℂ = 0) :
    twoLevel c Ec Ev x = (Ev : ℂ) • x := by
  change (Ev : ℂ) • x - ((Ev : ℂ) - Ec) • ⟪c, x⟫_ℂ • c = _
  rw [hx, zero_smul, smul_zero, sub_zero]

private lemma twoLevel_core {c : E} (hc : ‖c‖ = 1) (Ec Ev : ℝ) :
    IsCoreState (twoLevel c Ec Ev) c Ec := by
  refine ⟨fun x y => ?_, hc, ?_⟩
  · change ⟪(Ev : ℂ) • x - ((Ev : ℂ) - Ec) • ⟪c, x⟫_ℂ • c, y⟫_ℂ
      = ⟪x, (Ev : ℂ) • y - ((Ev : ℂ) - Ec) • ⟪c, y⟫_ℂ • c⟫_ℂ
    simp only [inner_sub_left, inner_sub_right, inner_smul_left, inner_smul_right, map_sub,
      Complex.conj_ofReal, inner_conj_symm]
    ring
  · change (Ev : ℂ) • c - ((Ev : ℂ) - Ec) • ⟪c, c⟫_ℂ • c = _
    rw [inner_unit hc]
    module

/-- In a two-orbital space the two-level Hamiltonian has the first basis orbital as core state,
obeys the valence bound, and has the second basis orbital as eigenvector with energy `Ev`. -/
theorem twoLevel_witness (Ec Ev : ℝ) :
    let c : EuclideanSpace ℂ (Fin 2) := EuclideanSpace.single 0 1
    let v : EuclideanSpace ℂ (Fin 2) := EuclideanSpace.single 1 1
    IsCoreState (twoLevel c Ec Ev) c Ec ∧ ValenceBound (twoLevel c Ec Ev) c Ev ∧
      ‖v‖ = 1 ∧ twoLevel c Ec Ev v = (Ev : ℂ) • v := by
  intro c v
  have hc : ‖c‖ = 1 := by simp [c]
  have hcv : ⟪c, v⟫_ℂ = 0 := by simp [c, v, EuclideanSpace.inner_single_left]
  exact ⟨twoLevel_core hc Ec Ev, fun x hx => (energy_eigen (twoLevel_orth Ec Ev hx)).ge,
    by simp [v], twoLevel_orth Ec Ev hcv⟩

end

end GhostStateBound
```

```lean
#print axioms GhostStateBound.eigen_of_valence_minimum
-- 'GhostStateBound.eigen_of_valence_minimum' depends on axioms: [propext, Classical.choice, Quot.sound]
#print axioms GhostStateBound.ghost_bound_eq_iff
-- 'GhostStateBound.ghost_bound_eq_iff' depends on axioms: [propext, Classical.choice, Quot.sound]
#print axioms GhostStateBound.ghost_mixture
-- 'GhostStateBound.ghost_mixture' depends on axioms: [propext, Classical.choice, Quot.sound]
#print axioms GhostStateBound.core_weight_lower_bound
-- 'GhostStateBound.core_weight_lower_bound' depends on axioms: [propext, Classical.choice, Quot.sound]
```

## How the Lean statements describe the orbitals

The space `E` is a complex inner product space of any dimension, and `H : E →ₗ[ℂ] E` is a linear map defined on all of it. The inner product is conjugate-linear in its first argument. `energy H x` is \(\mathcal E(x)\); it takes the real part to obtain a real number, and for a symmetric \(H\) nothing is lost. It is not divided by the norm, so the theorems on \(\chi\) assume `‖χ‖ = 1`.

`IsCoreState H c Ec` collects three facts: \(H\) is symmetric, \(c\) has unit norm, and \(Hc=E_cc\). `ValenceBound H c Ev` is the assumption on the orthogonal complement. Together with `IsCoreState`, it implies that every eigenvector of \(H\) with energy below \(E_v\) is a multiple of \(c\), so there is no second core state; it is postulated here, not derived from a potential. `valencePart c χ` is the remainder \(y\).

- `ghost_state_bound` is the inequality. It does not assume \(E_c<E_v\).
- `ghost_bound_eq_iff` says that equality holds exactly when \(Hy=E_vy\), again without a gap assumption.
- `ghost_mixture` gives the norm, overlap and energy of \(ac+bv\), and the strict drop below \(E_v\) for \(a\ne0\). It uses `hgap : Ec < Ev`.
- `core_weight_lower_bound` is the estimate of the core weight, also with the gap.
- `twoLevel_witness` exhibits a Hamiltonian on \(\mathbb C^2\) that satisfies the assumptions for any real \(E_c\) and \(E_v\), so the theorems are not vacuous.

The muffin-tin construction itself does not appear: there are no spheres, no linearisation in energy and no secular equation. Several core states are not treated either, and an unbounded Hamiltonian fits only on a subspace that it maps into itself.

## How the proof follows the derivation

`inner_core_H` shows that \(\langle c,Hy\rangle=0\), and `energy_core_add` uses it to add the core and valence energies. `norm_core_add` obtains the Pythagorean identity from the same theorem by taking the identity map as Hamiltonian, with core energy 1.

`energy_eq_bound_add_excess` is the central identity. Its last line, `linear_combination he - Ev * hn`, subtracts \(E_v\) times the norm identity from the energy identity, just as above. The bound then follows from `ValenceBound` applied to the valence part, with `linarith` combining the two.

The variational argument is `eigen_of_valence_minimum`. There `hres` shows that \(\mathrm{Re}\,\langle w,Hy-E_vy\rangle=\|w\|^2\), which is half the coefficient of \(t\), and `hquad` is the quadratic inequality, with `energy_step` expanding both the energy and, for the identity map, the squared norm. The proof of `hw0` inserts the step \(t=-\|w\|^2/(K+1)\) and reaches a contradiction if \(w\neq0\). `ghost_bound_eq_iff` combines this with `energy_eigen`, which evaluates the energy of a vector satisfying the eigenvalue equation.

In `ghost_mixture`, `hcv` derives the orthogonality of \(c\) and \(v\) from the different eigenvalues, after which the two addition lemmas supply the norm and the energy. `core_weight_lower_bound` clears the positive denominator \(E_v-E_c\) and applies the bound.
